# Correlation energy of the Moshinsky atom: negative at nonzero coupling, −3k²/8 to leading order, with a slope that diverges as k decreases to −1/2

Two particles sit in the same harmonic trap and are joined by a spring. If the spring constant is positive they attract each other. If it is negative they repel, as electrons do, and when the repulsion is strong enough the trap no longer holds the pair together. The mean-field description used here puts both particles in the same orbital and lets each feel only the average position of the other. How much energy does this miss, at weak coupling and near the point where the pair comes apart?

In this model, known as the Moshinsky atom, both energies have closed forms. In units where the mass, the trap frequency and $\hbar$ are 1, and with spring constant $k\ge-\tfrac12$, they are

$$E(k)=\tfrac32\bigl(1+\sqrt{1+2k}\bigr),\qquad H(k)=3\sqrt{1+k}.$$

Here $E$ is the sum of the zero-point energies of the two normal modes, and $H$ is the lowest energy of two particles sharing one Gaussian orbital. The correlation energy is $E-H$.

```lean
import Mathlib

open Filter Topology

namespace MoshinskyCorrelation

noncomputable section
```

## Trap, spring and the two energies

Let $x$ and $y$ be the positions of the particles, with components $x_i$ and $y_i$. The potential energy is

$$V(x,y)=\tfrac12\sum_i(x_i^2+y_i^2)+\tfrac k2\sum_i(x_i-y_i)^2 .$$

In Lean a position is a function `Fin 3 → ℝ`, that is, a triple of real numbers.

```lean
/-- Potential energy of two particles in three dimensions, each in a harmonic trap of unit
frequency, coupled by a spring of strength `k`. -/
def pairPotential (k : ℝ) (x y : Fin 3 → ℝ) : ℝ :=
  1 / 2 * ∑ i, (x i ^ 2 + y i ^ 2) + k / 2 * ∑ i, (x i - y i) ^ 2
```

An isotropic oscillator of frequency $\omega$ in three dimensions has ground-state energy $\tfrac12\omega$ for each direction, $\tfrac32\omega$ in all. This value is taken from quantum mechanics as a definition; the file contains no Hamiltonian operator and no wavefunctions.

```lean
/-- Zero-point energy of a three-dimensional isotropic oscillator of frequency `ω`. -/
def zeroPoint (ω : ℝ) : ℝ := 3 / 2 * ω
```

The potential separates into a centre-of-mass mode of frequency 1 and a relative mode of frequency $\sqrt{1+2k}$, as shown below. The exact energy is the sum of their zero-point energies. For $k>-\tfrac12$ both modes are bound. At $k=-\tfrac12$ the relative motion is free, and $E=\tfrac32$ is the bottom of the energy spectrum without being the energy of a bound state.

```lean
/-- Bottom of the exact energy spectrum for `k ≥ -1/2`: the sum of the zero-point energies of the
centre-of-mass mode and of the relative mode. -/
def exactEnergy (k : ℝ) : ℝ := zeroPoint 1 + zeroPoint √(1 + 2 * k)
```

For the mean-field energy, put two spin-½ particles in a singlet, both in the normalised orbital

$$\varphi(x)=(w/\pi)^{3/4}e^{-w|x|^2/2},\qquad w>0 .$$

Each particle has kinetic energy $\tfrac34w$ and $\langle|x|^2\rangle=\tfrac{3}{2w}$. The two kinetic energies add up to $\tfrac32w$, and the trap contributes $2\cdot\tfrac12\cdot\tfrac3{2w}=\tfrac3{2w}$. The positions are independent with mean zero, so $\langle|x-y|^2\rangle=\tfrac3w$ and the spring contributes $\tfrac{3k}{2w}$. The total is

$$F_k(w)=\frac{3w}{2}+\frac{3(1+k)}{2w}.$$

The file starts from this function of $w$, without the integrals behind it.

```lean
/-- Hartree-Fock energy of two particles in the same Gaussian orbital of exponent
parameter `w`, for `w > 0`. -/
def hfFunctional (k w : ℝ) : ℝ := 3 * w / 2 + 3 * (1 + k) / (2 * w)
```

The closed form of its minimum gets a name of its own, and a later theorem shows that it is the minimum.

```lean
/-- The closed form `3 √(1 + k)` of the Hartree-Fock energy with one orbital shared by both
particles, for `k > -1`. -/
def hfEnergy (k : ℝ) : ℝ := 3 * √(1 + k)
```

The correlation energy is the exact energy minus the Hartree-Fock energy, so a negative value means that the mean field lies too high.

```lean
/-- Correlation energy: exact energy minus Hartree-Fock energy, for `k ≥ -1/2`. -/
def correlationEnergy (k : ℝ) : ℝ := exactEnergy k - hfEnergy k
```

## Separation into normal modes

Put $R_i=(x_i+y_i)/\sqrt2$ and $r_i=(x_i-y_i)/\sqrt2$. Then $R_i^2+r_i^2=x_i^2+y_i^2$ and $(x_i-y_i)^2=2r_i^2$, so

$$V=\tfrac12\sum_iR_i^2+\tfrac{1+2k}{2}\sum_ir_i^2 .$$

The change of coordinates is orthogonal and leaves the form of the kinetic energy unchanged. The squared frequencies can therefore be read off as $1$ and $1+2k$.

```lean
/-- In centre-of-mass and relative coordinates the potential separates into two oscillators
with squared frequencies `1` and `1 + 2k`. -/
theorem pairPotential_normal_modes (k : ℝ) (x y : Fin 3 → ℝ) :
    pairPotential k x y = 1 / 2 * ∑ i, ((x i + y i) / √2) ^ 2
      + (1 + 2 * k) / 2 * ∑ i, ((x i - y i) / √2) ^ 2 := by
  simp only [pairPotential, Fin.sum_univ_three, div_pow,
    Real.sq_sqrt (show (0 : ℝ) ≤ 2 by norm_num)]
  ring
```

The theorem is an identity for all real $k$ and all positions. The proof writes out the three components, replaces $(\sqrt2)^2$ by 2 and leaves the polynomial identity to `ring`. It supplies the frequencies in `exactEnergy`; the step from frequencies to energies is the definition `zeroPoint`.

## The best Gaussian orbital

Write $s=\sqrt{1+k}$ for $k>-1$. Completing the square gives

$$F_k(w)=\frac{3(w^2+s^2)}{2w}=3s+\frac{3(w-s)^2}{2w}.$$

```lean
/-- For `k > -1` and `w > 0`, the Hartree-Fock functional is `3 √(1 + k)` plus the term `3 (w - √(1
+ k))² / (2 w)`. -/
theorem hfFunctional_eq {k w : ℝ} (hk : -1 < k) (hw : 0 < w) :
    hfFunctional k w = hfEnergy k + 3 * (w - √(1 + k)) ^ 2 / (2 * w) := by
  have hs : √(1 + k) ^ 2 = 1 + k := Real.sq_sqrt (by linarith)
  have h : 3 * (1 + k) / (2 * w) = 3 * √(1 + k) ^ 2 / (2 * w) := by rw [hs]
  unfold hfFunctional hfEnergy
  rw [h]
  field_simp
  ring
```

In the proof, `h` replaces $1+k$ by $s^2$ in the second term of the functional. After that `field_simp` clears the denominator and `ring` compares the two sides.

The added term is never negative for $w>0$, and it vanishes at $w=s$. Hence the minimum is $F_k(s)=3s=3\sqrt{1+k}$.

```lean
/-- For `k > -1`, the least value of the Hartree-Fock functional over all `w > 0` is `3 √(1 + k)`.
-/
theorem hfEnergy_isLeast {k : ℝ} (hk : -1 < k) :
    IsLeast (hfFunctional k '' Set.Ioi 0) (hfEnergy k) := by
  constructor
  · have hs : 0 < √(1 + k) := Real.sqrt_pos.2 (by linarith)
    refine ⟨√(1 + k), hs, ?_⟩
    rw [hfFunctional_eq hk hs]
    simp
  · rintro _ ⟨w, hw, rfl⟩
    have hw' : 0 < w := hw
    rw [hfFunctional_eq hk hw']
    have : 0 ≤ 3 * (w - √(1 + k)) ^ 2 / (2 * w) := by positivity
    linarith
```

`Set.Ioi 0` is the set of all $w>0$, and `hfFunctional k '' Set.Ioi 0` is the set of energies reached there. `IsLeast` says that $3\sqrt{1+k}$ belongs to this set and that no member lies below it. The two bullets of the proof treat these two parts: the first inserts $w=s$, the second uses the sign of the square.

The Hartree-Fock energy could also have been modelled as a minimum over all normalised orbitals, with the Gaussian shape found and not assumed. Its value would stay the same. For an orbital with mean position $m$ and total position variance $v$, the energy of the pair is $\langle p^2\rangle+(1+k)v+|m|^2$, and the uncertainty relation $\langle p^2\rangle\,v\ge\tfrac94$ bounds this below by $3\sqrt{1+k}$. The theorem would then cover every shared orbital, but the formalisation would need wavefunctions, their kinetic energy and the uncertainty relation, where it now needs one real variable.

## A closed form for the difference

Write $\Omega=\sqrt{1+2k}$ for $k\ge-\tfrac12$. Then $E-H=\tfrac32(1+\Omega-2s)$. To remove the difference of roots, multiply by the conjugate factor:

$$(1+\Omega-2s)(1+\Omega+2s)=(1+\Omega)^2-4(1+k)=-(\Omega-1)^2,$$

where the last step uses $2k=\Omega^2-1$. The same relation reads $(\Omega-1)(\Omega+1)=2k$, so $(\Omega-1)^2=4k^2/(1+\Omega)^2$. Therefore

$$E-H=-\frac{6k^2}{(1+\Omega)^2(1+\Omega+2s)} .$$

```lean
/-- Closed form of the correlation energy, with the factor `k²` split off. -/
theorem correlationEnergy_eq {k : ℝ} (hk : -1 / 2 ≤ k) :
    correlationEnergy k = -6 * k ^ 2 /
      ((1 + √(1 + 2 * k)) ^ 2 * (1 + √(1 + 2 * k) + 2 * √(1 + k))) := by
  have hw : √(1 + 2 * k) ^ 2 = 1 + 2 * k := Real.sq_sqrt (by linarith)
  have hs : √(1 + k) ^ 2 = 1 + k := Real.sq_sqrt (by linarith)
  rw [eq_div_iff (by positivity)]
  unfold correlationEnergy exactEnergy hfEnergy zeroPoint
  -- rationalise the difference of square roots
  linear_combination (-6 * (1 + √(1 + 2 * k)) ^ 2) * hs
    + (3 * (1 + √(1 + 2 * k)) ^ 2 - 3 / 2 * (√(1 + 2 * k) ^ 2 - 1 + 2 * k)) * hw
```

The facts `hw` and `hs` state $\Omega^2=1+2k$ and $s^2=1+k$. The proof multiplies through by the positive denominator. Then `linear_combination` adds suitable multiples of these two equations, which does the work of the conjugate factor in one step.

## The exact energy lies below

The denominator is positive. For $k\ne0$ the numerator $-6k^2$ is negative, hence $E<H$. This holds for attraction and repulsion alike, down to and including $k=-\tfrac12$. At $k=0$ the particles are independent and the two energies agree.

```lean
/-- For every nonzero coupling `k ≥ -1/2` the exact energy lies strictly below the
Hartree-Fock energy. -/
theorem exactEnergy_lt_hfEnergy {k : ℝ} (hk : -1 / 2 ≤ k) (h0 : k ≠ 0) :
    exactEnergy k < hfEnergy k := by
  have h : correlationEnergy k < 0 := by
    rw [correlationEnergy_eq hk]
    have hk2 : 0 < k ^ 2 := by positivity
    exact div_neg_of_neg_of_pos (by linarith) (by positivity)
  unfold correlationEnergy at h
  linarith
```

The proof follows the same signs: `positivity` handles $k^2$ and the denominator, and `div_neg_of_neg_of_pos` gives the sign of the quotient.

## Weak coupling

Dividing the closed form by $k^2$ for $k\neq0$ leaves

$$\frac{E-H}{k^2}=-\frac{6}{(1+\Omega)^2(1+\Omega+2s)} .$$

As $k\to0$, both $\Omega$ and $s$ tend to 1, and the right-hand side tends to $-6/(4\cdot4)=-\tfrac38$. The mean field is thus correct to first order in $k$, and correlation enters at second order.

```lean
/-- At weak coupling the correlation energy is of second order in `k`, with
coefficient `-3/8`. -/
theorem correlationEnergy_weak_coupling :
    Tendsto (fun k => correlationEnergy k / k ^ 2) (𝓝[≠] 0) (𝓝 (-3 / 8)) := by
  have hc : Continuous (fun k : ℝ => -6 /
      ((1 + √(1 + 2 * k)) ^ 2 * (1 + √(1 + 2 * k) + 2 * √(1 + k)))) :=
    Continuous.div continuous_const (by fun_prop) (fun k => by positivity)
  have h := hc.tendsto' 0 (-3 / 8) (by norm_num)
  refine (h.mono_left nhdsWithin_le_nhds).congr' ?_
  -- near zero, but away from it, the factor k² cancels
  filter_upwards [self_mem_nhdsWithin, mem_nhdsWithin_of_mem_nhds
    (Ioi_mem_nhds (show (-1 / 2 : ℝ) < 0 by norm_num))] with k hk hk'
  have hk0 : k ≠ 0 := hk
  have hk1 : -1 / 2 < k := hk'
  rw [correlationEnergy_eq hk1.le, div_right_comm,
    mul_div_cancel_right₀ _ (pow_ne_zero 2 hk0)]
```

`Tendsto` with `𝓝[≠] 0` is the limit as $k$ approaches 0 from both sides without taking the value 0. First `hc` shows that the remaining factor is continuous. It can do so on the whole real line because Lean's square root is 0 for negative arguments. Next, `h` evaluates the factor at 0. The final lines restrict attention to $k\neq0$ and $k>-\tfrac12$, where the closed form applies and $k^2$ cancels.

## Slopes of the two energies

For $k>-\tfrac12$ the chain rule gives

$$E'(k)=\frac32\cdot\frac{2}{2\sqrt{1+2k}}=\frac{3}{2\sqrt{1+2k}} .$$

```lean
/-- Slope of the exact energy with respect to the coupling, for `k > -1/2`. -/
theorem exactEnergy_hasDerivAt {k : ℝ} (hk : -1 / 2 < k) :
    HasDerivAt exactEnergy (3 / (2 * √(1 + 2 * k))) k := by
  have h1 : HasDerivAt (fun x : ℝ => 1 + 2 * x) 2 k :=
    (((hasDerivAt_id' k).const_mul (2 : ℝ)).const_add 1).congr_deriv (mul_one 2)
  have hpos : 0 < 1 + 2 * k := by linarith
  have h2 := h1.sqrt hpos.ne'
  exact ((h2.const_mul (3 / 2)).const_add (3 / 2 * 1)).congr_deriv (by ring)
```

`HasDerivAt` says that the derivative exists at $k$ and has the stated value. The proof differentiates $1+2k$ in `h1` and its root in `h2`, where `hpos` keeps the argument away from 0. It then restores the factor $\tfrac32$ and the constant.

In the same way, for $k>-1$,

$$H'(k)=\frac{3}{2\sqrt{1+k}} .$$

```lean
/-- Slope of the Hartree-Fock energy with respect to the coupling, for `k > -1`. -/
theorem hfEnergy_hasDerivAt {k : ℝ} (hk : -1 < k) :
    HasDerivAt hfEnergy (3 / (2 * √(1 + k))) k := by
  have hpos : 0 < 1 + k := by linarith
  have h2 := ((hasDerivAt_id' k).const_add (1 : ℝ)).sqrt hpos.ne'
  exact (h2.const_mul 3).congr_deriv (by ring)
```

## Where the pair comes apart

As $k$ decreases to $-\tfrac12$, the relative frequency $\sqrt{1+2k}$ tends to 0 through positive values. Its inverse grows without bound, and

$$E'(k)=\frac32\cdot\frac1{\sqrt{1+2k}}\longrightarrow+\infty .$$

The energy itself stays finite and tends to $\tfrac32$. By the Hellmann–Feynman theorem, $E'(k)$ is half the mean square distance between the particles, so in this harmonic model the diverging slope is the pair drifting apart.

```lean
/-- The slope of the exact energy diverges to `+∞` as `k` decreases to `-1/2`. -/
theorem exactEnergy_slope_diverges :
    Tendsto (deriv exactEnergy) (𝓝[>] (-1 / 2)) atTop := by
  have hc : Continuous (fun k : ℝ => √(1 + 2 * k)) := by fun_prop
  -- the relative frequency tends to zero through positive values
  have h0 : Tendsto (fun k : ℝ => √(1 + 2 * k)) (𝓝[>] (-1 / 2)) (𝓝[>] 0) := by
    refine tendsto_nhdsWithin_iff.2
      ⟨(hc.tendsto' (-1 / 2) 0 (by norm_num)).mono_left nhdsWithin_le_nhds, ?_⟩
    filter_upwards [self_mem_nhdsWithin] with k hk
    have hk' : -1 / 2 < k := hk
    exact Real.sqrt_pos.2 (by linarith)
  have h1 := (tendsto_inv_nhdsGT_zero.comp h0).const_mul_atTop
    (show (0 : ℝ) < 3 / 2 by norm_num)
  refine h1.congr' ?_
  filter_upwards [self_mem_nhdsWithin] with k hk
  rw [(exactEnergy_hasDerivAt hk).deriv, Function.comp_apply]
  ring
```

The filter `𝓝[>] (-1 / 2)` means approach from above, and `atTop` means growth to $+\infty$. In the proof, `h0` records that the frequency tends to 0 and is positive along the way. Composing it with the inverse and multiplying by $\tfrac32$ gives `h1`. The last lines identify this function with the derivative for $k>-\tfrac12$.

The Hartree-Fock slope shows nothing of this. At $k=-\tfrac12$ it has the finite value $3/\sqrt2$. Consequently

$$(E-H)'(k)=\frac{3}{2\sqrt{1+2k}}-\frac{3}{2\sqrt{1+k}}\longrightarrow+\infty ,$$

and the whole divergence of the slope comes from the correlation energy, which itself stays finite. A numerical correlation method can be compared with these formulas for two harmonically interacting particles, including the region near $k=-\tfrac12$ where a shared Gaussian orbital stays compact; a Coulomb repulsion would need other reference values.

The proof takes the finite limit of $-H'$ from continuity in `hc` and adds it to the diverging slope of $E$ with `atTop_add`. Then `hC` confirms that the sum is the derivative of the correlation energy.

```lean
/-- The slope of the correlation energy diverges to `+∞` as `k` decreases to `-1/2`. -/
theorem correlationEnergy_slope_diverges :
    Tendsto (deriv correlationEnergy) (𝓝[>] (-1 / 2)) atTop := by
  -- the Hartree-Fock slope has a finite limit
  have hc : ContinuousAt (fun k : ℝ => -(3 / (2 * √(1 + k)))) (-1 / 2) := by
    have hpos : 0 < √(1 + (-1 / 2 : ℝ)) := Real.sqrt_pos.2 (by norm_num)
    have hd : Continuous (fun k : ℝ => 2 * √(1 + k)) := by fun_prop
    exact (continuousAt_const.div hd.continuousAt (mul_pos two_pos hpos).ne').neg
  have h := exactEnergy_slope_diverges.atTop_add (hc.tendsto.mono_left nhdsWithin_le_nhds)
  refine h.congr' ?_
  filter_upwards [self_mem_nhdsWithin] with k hk
  have hk' : -1 / 2 < k := hk
  have hE := exactEnergy_hasDerivAt hk'
  have hC : HasDerivAt correlationEnergy
      (3 / (2 * √(1 + 2 * k)) - 3 / (2 * √(1 + k))) k :=
    hE.sub (hfEnergy_hasDerivAt (by linarith))
  rw [hE.deriv, hC.deriv]
  ring

end

end MoshinskyCorrelation
```

```lean
#print axioms MoshinskyCorrelation.hfEnergy_isLeast
-- 'MoshinskyCorrelation.hfEnergy_isLeast' depends on axioms: [propext, Classical.choice, Quot.sound]
#print axioms MoshinskyCorrelation.exactEnergy_lt_hfEnergy
-- 'MoshinskyCorrelation.exactEnergy_lt_hfEnergy' depends on axioms: [propext, Classical.choice, Quot.sound]
#print axioms MoshinskyCorrelation.correlationEnergy_weak_coupling
-- 'MoshinskyCorrelation.correlationEnergy_weak_coupling' depends on axioms: [propext, Classical.choice, Quot.sound]
#print axioms MoshinskyCorrelation.correlationEnergy_slope_diverges
-- 'MoshinskyCorrelation.correlationEnergy_slope_diverges' depends on axioms: [propext, Classical.choice, Quot.sound]
```
